# A positive definite free block gives a projector a unique minimum of weight outside its sphere

## Projector, tails and weight

A nonlocal pseudopotential in separable form acts through projectors localised at the atoms. In real-space evaluation each projector is cut off at a sphere and sampled on the grid. What is cut away, and wavevectors too high for the grid, contribute to the egg-box effect: the energy changes spuriously as an atom moves relative to the grid.

In the King-Smith scheme the low-wavevector components \(c_1\) of the projector stay fixed, since the orbitals, expanded in plane waves up to a cutoff, contain only these wavevectors. Components \(c_2\) in a higher band are free and are chosen to make the part outside the sphere small.

Let the projector be expanded in finitely many basis functions, each built from wavevectors of only one of these two ranges and square-integrable outside the sphere. Single plane waves don't qualify, but wave packets do. Let \(v_i\) be the part of basis function \(i\) outside the sphere, its tail. With \(c=(c_1,c_2)\) and \(A_{ij}=\langle v_i,v_j\rangle\), conjugate-linear in the first argument, the outside weight is

\[ w(c)=c^*Ac=\Big\|\sum_i c_i v_i\Big\|^2 . \]

The blocks \(A_{11},A_{12},A_{21},A_{22}\) follow the split into fixed (1) and free (2) components.

## The optimum by completing the square

Let \(A\) be any Hermitian matrix with \(A_{22}\) positive definite, hence invertible. Set

\[ s=-A_{22}^{-1}A_{21}c_1,\qquad S=A_{11}-A_{12}A_{22}^{-1}A_{21}, \]

so that \(A_{22}s=-A_{21}c_1\). Write \(c_2=s+d\) and expand:

\[ w=c_1^*A_{11}c_1+c_1^*A_{12}(s+d)+(s+d)^*A_{21}c_1+(s+d)^*A_{22}(s+d). \]

- Terms with \(d^*\) only: \(d^*(A_{21}c_1+A_{22}s)=0\).
- Terms with \(d\) only: since \(A_{12}=A_{21}^*\), \(c_1^*A_{12}d=(A_{21}c_1)^*d=-(A_{22}s)^*d=-s^*A_{22}d\), which cancels \(s^*A_{22}d\).
- Terms without \(d\): \(s^*(A_{21}c_1+A_{22}s)=0\), leaving \(c_1^*A_{11}c_1+c_1^*A_{12}s=c_1^*Sc_1\).

Therefore

\[ w(c_1,c_2)=c_1^*Sc_1+d^*A_{22}d . \]

The last term is positive unless \(d=0\), so \(c_2=s\) is the only minimiser and \(c_1^*Sc_1\) is the minimum.

Conversely, let \(A\) be Hermitian, with nothing assumed about \(A_{22}\) beyond that, and suppose that for some \(c_1\) a choice \(y\) of the free components gives a strictly smaller weight than all others. For \(d\neq0\),

\[ 2w(c_1,y)<w(c_1,y+d)+w(c_1,y-d)=2w(c_1,y)+2d^*A_{22}d, \]

so \(A_{22}\) is positive definite.

For overlaps, \(d^*A_{22}d=\|\sum_j d_jv_j\|^2\), summed over free components. This is positive for every \(d\neq0\) if the free tails are linearly independent.

## A two-component example

Take one fixed and one free component, with

\[ A=\begin{pmatrix}2&i\\-i&2\end{pmatrix},\qquad c_1=1. \]

Then \(s=-\tfrac12(-i)=\tfrac i2\) and \(S=2-i\cdot\tfrac12\cdot(-i)=\tfrac32\). Setting the free component to zero gives weight 2; the wrong sign, \(c_2=-\tfrac i2\), gives \(\tfrac32+2|{-i}|^2=\tfrac72\).

## The statement in Lean

The finite types `m` and `n` label fixed and free components, and `Sum.elim c1 c2` stacks the two vectors. `optimalFree A c1` is \(s\), and `reduced A` is \(S\), usually called the Schur complement. `weight` takes the real part of \(c^*Mc\), which for Hermitian \(M\) is the whole value.

`kingSmith_optimum` assumes `A.IsHermitian` and `A.toBlocks₂₂.PosDef`. It gives the weight at \(s\) and a strictly larger weight for every other `c2`. `outside_norm_lt` applies this to tails in a complex inner product space `E`, with linear independence of the free tails as its hypothesis.

The step left to the user is discretisation: the scheme has a continuous range of wavevectors, while the theorems concern finite matrices. For `outside_norm_lt` the range must first be replaced by a finite basis with normalisable tails. Within such a basis, the result supplies the free coefficients that give the least tail norm for the given fixed components; it gives no bound on the egg-box energy error.

## Orthogonal projection as another model

The problem could also be posed as projecting the fixed tail \(\sum_i c_{1,i}v_i\) onto the span of the free tails. The best total tail would then be unique even for dependent free tails, but its coefficients would not be. The matrix version gives coefficients directly and also admits Hermitian matrices that are not overlaps.

## The complete file

```lean
import Mathlib

open Matrix
open scoped ComplexOrder

namespace KingSmithProjector

noncomputable section

variable {ι m n E : Type*} [Fintype ι] [Fintype m] [Fintype n] [DecidableEq n]
  [NormedAddCommGroup E] [InnerProductSpace ℂ E]

/-- The weight `c* M c` of the coefficient vector `c`, as a real number (the real part). -/
def weight (M : Matrix ι ι ℂ) (c : ι → ℂ) : ℝ := (star c ⬝ᵥ M *ᵥ c).re

/-- The free components `-A22⁻¹ A21 c1` belonging to the fixed components `c1`;
the domain is invertible `A22`. -/
def optimalFree (A : Matrix (m ⊕ n) (m ⊕ n) ℂ) (c1 : m → ℂ) : n → ℂ :=
  -(A.toBlocks₂₂⁻¹ *ᵥ (A.toBlocks₂₁ *ᵥ c1))

/-- The reduced matrix `A11 - A12 A22⁻¹ A21` acting on the fixed components;
the domain is invertible `A22`. -/
def reduced (A : Matrix (m ⊕ n) (m ⊕ n) ℂ) : Matrix m m ℂ :=
  A.toBlocks₁₁ - A.toBlocks₁₂ * A.toBlocks₂₂⁻¹ * A.toBlocks₂₁

/-- The overlap matrix of the functions `v i`. -/
def overlap (v : ι → E) : Matrix ι ι ℂ := Matrix.of fun i j => inner ℂ (v i) (v j)

/-- For a Hermitian matrix the quadratic form `c* M c` is real and equals the weight. -/
theorem weight_eq {M : Matrix ι ι ℂ} (hM : M.IsHermitian) (c : ι → ℂ) :
    (weight M c : ℂ) = star c ⬝ᵥ M *ᵥ c := by
  have h1 : star (star c ⬝ᵥ M *ᵥ c) = star (M *ᵥ c) ⬝ᵥ c := by
    simp [dotProduct, mul_comm]
  have h2 : star (M *ᵥ c) ⬝ᵥ c = star c ⬝ᵥ M *ᵥ c := by
    rw [Matrix.star_mulVec, hM.eq, Matrix.dotProduct_mulVec]
  exact Complex.conj_eq_iff_re.mp (h1.trans h2)

omit [DecidableEq n] in
/-- The quadratic form splits into the contributions of the four blocks. -/
theorem form_blocks (A : Matrix (m ⊕ n) (m ⊕ n) ℂ) (x : m → ℂ) (y : n → ℂ) :
    star (Sum.elim x y) ⬝ᵥ A *ᵥ Sum.elim x y =
      star x ⬝ᵥ A.toBlocks₁₁ *ᵥ x + star x ⬝ᵥ A.toBlocks₁₂ *ᵥ y +
      star y ⬝ᵥ A.toBlocks₂₁ *ᵥ x + star y ⬝ᵥ A.toBlocks₂₂ *ᵥ y := by
  simp only [dotProduct, Matrix.mulVec, Fintype.sum_sum_type, Pi.star_apply, Sum.elim_inl,
    Sum.elim_inr, Matrix.toBlocks₁₁, Matrix.toBlocks₁₂, Matrix.toBlocks₂₁, Matrix.toBlocks₂₂,
    Matrix.of_apply, mul_add, Finset.sum_add_distrib]
  ring

/-- If `A22` is invertible, the linear system `A21 c1 + A22 c2 = 0` has
`c2 = -A22⁻¹ A21 c1` as its only solution. -/
theorem stationary_iff {A : Matrix (m ⊕ n) (m ⊕ n) ℂ} (h : IsUnit A.toBlocks₂₂.det)
    (c1 : m → ℂ) (c2 : n → ℂ) :
    A.toBlocks₂₁ *ᵥ c1 + A.toBlocks₂₂ *ᵥ c2 = 0 ↔ c2 = optimalFree A c1 := by
  constructor
  · intro h0
    have h1 : A.toBlocks₂₂ *ᵥ c2 = -(A.toBlocks₂₁ *ᵥ c1) := eq_neg_of_add_eq_zero_right h0
    calc c2 = A.toBlocks₂₂⁻¹ *ᵥ (A.toBlocks₂₂ *ᵥ c2) := by
          rw [Matrix.mulVec_mulVec, Matrix.nonsing_inv_mul _ h, Matrix.one_mulVec]
      _ = optimalFree A c1 := by rw [h1, Matrix.mulVec_neg, optimalFree]
  · rintro rfl
    rw [optimalFree, Matrix.mulVec_neg, Matrix.mulVec_mulVec, Matrix.mul_nonsing_inv _ h,
      Matrix.one_mulVec, add_neg_cancel]

/-- Completing the square: for Hermitian `A` with invertible `A22`, the weight is the reduced
weight of `c1` plus the `A22`-weight of the deviation of `c2` from `-A22⁻¹ A21 c1`. -/
theorem complete_square {A : Matrix (m ⊕ n) (m ⊕ n) ℂ} (hA : A.IsHermitian)
    (h : IsUnit A.toBlocks₂₂.det) (c1 : m → ℂ) (c2 : n → ℂ) :
    weight A (Sum.elim c1 c2) =
      weight (reduced A) c1 + weight A.toBlocks₂₂ (c2 - optimalFree A c1) := by
  obtain ⟨d, rfl⟩ : ∃ d, c2 = optimalFree A c1 + d := ⟨c2 - optimalFree A c1, by abel⟩
  rw [add_sub_cancel_left]
  have hD : A.toBlocks₂₂ᴴ = A.toBlocks₂₂ := by
    ext i j
    exact hA.apply (Sum.inr i) (Sum.inr j)
  have hB : A.toBlocks₂₁ᴴ = A.toBlocks₁₂ := by
    ext i j
    exact hA.apply (Sum.inl i) (Sum.inr j)
  have hy : A.toBlocks₂₂ *ᵥ optimalFree A c1 = -(A.toBlocks₂₁ *ᵥ c1) :=
    eq_neg_of_add_eq_zero_right ((stationary_iff h c1 _).mpr rfl)
  -- the terms linear in the deviation cancel
  have h1 : star (optimalFree A c1) ⬝ᵥ A.toBlocks₂₂ *ᵥ d =
      -(star c1 ⬝ᵥ A.toBlocks₁₂ *ᵥ d) := by
    calc star (optimalFree A c1) ⬝ᵥ A.toBlocks₂₂ *ᵥ d
        = star (A.toBlocks₂₂ *ᵥ optimalFree A c1) ⬝ᵥ d := by
          rw [Matrix.star_mulVec, hD, Matrix.dotProduct_mulVec]
      _ = -(star c1 ⬝ᵥ A.toBlocks₁₂ *ᵥ d) := by
          rw [hy, star_neg, neg_dotProduct, Matrix.star_mulVec, hB, Matrix.dotProduct_mulVec]
  -- the terms without the deviation form the reduced matrix
  have h2 : star c1 ⬝ᵥ reduced A *ᵥ c1 = star c1 ⬝ᵥ A.toBlocks₁₁ *ᵥ c1 +
      star c1 ⬝ᵥ A.toBlocks₁₂ *ᵥ optimalFree A c1 := by
    simp only [reduced, optimalFree, Matrix.sub_mulVec, dotProduct_sub, Matrix.mulVec_neg,
      dotProduct_neg, Matrix.mulVec_mulVec, Matrix.mul_assoc]
    ring
  unfold weight
  rw [← Complex.add_re, form_blocks]
  congr 1
  simp only [star_add, Matrix.mulVec_add, add_dotProduct, dotProduct_add, hy, dotProduct_neg]
  linear_combination h1 - h2

/-- For Hermitian `A` with positive definite `A22` and fixed `c1`, the weight at
`c2 = -A22⁻¹ A21 c1` is `c1* (A11 - A12 A22⁻¹ A21) c1`, and every other choice of `c2` has a
strictly larger weight. -/
theorem kingSmith_optimum {A : Matrix (m ⊕ n) (m ⊕ n) ℂ} (hA : A.IsHermitian)
    (h22 : A.toBlocks₂₂.PosDef) (c1 : m → ℂ) :
    weight A (Sum.elim c1 (optimalFree A c1)) = weight (reduced A) c1 ∧
    ∀ c2, c2 ≠ optimalFree A c1 →
      weight A (Sum.elim c1 (optimalFree A c1)) < weight A (Sum.elim c1 c2) := by
  have hu : IsUnit A.toBlocks₂₂.det := (Matrix.isUnit_iff_isUnit_det _).mp h22.isUnit
  have hmin : weight A (Sum.elim c1 (optimalFree A c1)) = weight (reduced A) c1 := by
    rw [complete_square hA hu, sub_self]
    simp [weight]
  refine ⟨hmin, fun c2 hc => ?_⟩
  have hpos : 0 < weight A.toBlocks₂₂ (c2 - optimalFree A c1) :=
    (Complex.lt_def.mp (h22.dotProduct_mulVec_pos (sub_ne_zero.mpr hc))).1
  rw [hmin, complete_square hA hu c1 c2]
  linarith

omit [DecidableEq n] in
/-- Converse: if `A` is Hermitian and, for some fixed `c1`, one choice `y` of the free
components has strictly smaller weight than all others, then `A22` is positive definite. -/
theorem posDef_of_strict_minimiser {A : Matrix (m ⊕ n) (m ⊕ n) ℂ} (hA : A.IsHermitian)
    (c1 : m → ℂ) (y : n → ℂ)
    (h : ∀ c2, c2 ≠ y → weight A (Sum.elim c1 y) < weight A (Sum.elim c1 c2)) :
    A.toBlocks₂₂.PosDef := by
  have hD : A.toBlocks₂₂.IsHermitian := by
    ext i j
    exact hA.apply (Sum.inr i) (Sum.inr j)
  refine Matrix.posDef_iff_dotProduct_mulVec.mpr ⟨hD, fun d hd => ?_⟩
  have h1 := h (y + d) (by simpa using hd)
  have h2 := h (y - d) (by simpa using hd)
  -- opposite displacements cancel the linear terms
  have h3 : weight A (Sum.elim c1 (y + d)) + weight A (Sum.elim c1 (y - d)) =
      2 * weight A (Sum.elim c1 y) + 2 * weight A.toBlocks₂₂ d := by
    simp only [weight, form_blocks, star_add, star_sub, Matrix.mulVec_add, Matrix.mulVec_sub,
      add_dotProduct, sub_dotProduct, dotProduct_add, dotProduct_sub, Complex.add_re,
      Complex.sub_re]
    ring
  have h4 : 0 < weight A.toBlocks₂₂ d := by linarith
  rw [← weight_eq hD]
  exact_mod_cast h4

/-- The weight formed with the overlap matrix of the functions `v i` is the squared norm of
the superposition `∑ c i v i`. -/
theorem weight_overlap (v : ι → E) (c : ι → ℂ) :
    weight (overlap v) c = ‖∑ i, c i • v i‖ ^ 2 := by
  have h : star c ⬝ᵥ overlap v *ᵥ c = inner ℂ (∑ i, c i • v i) (∑ i, c i • v i) := by
    rw [sum_inner]
    simp only [inner_sum, inner_smul_left, inner_smul_right, dotProduct, Matrix.mulVec,
      overlap, Matrix.of_apply, Pi.star_apply, Finset.mul_sum]
    refine Finset.sum_congr rfl fun i _ => Finset.sum_congr rfl fun j _ => ?_
    simp only [starRingEnd_apply]
    ring
  rw [weight, h]
  exact inner_self_eq_norm_sq (𝕜 := ℂ) _

/-- Let `v` be a family of vectors, those of the free components being linearly independent, and let
`A` be its overlap matrix. With `c1` fixed, the free components `-A22⁻¹ A21 c1` give the
superposition of all the vectors a strictly smaller norm than any other free components. -/
theorem outside_norm_lt (v : m ⊕ n → E) (hv : LinearIndependent ℂ fun j => v (Sum.inr j))
    (c1 : m → ℂ) (c2 : n → ℂ) (hc : c2 ≠ optimalFree (overlap v) c1) :
    ‖∑ i, c1 i • v (Sum.inl i) + ∑ j, optimalFree (overlap v) c1 j • v (Sum.inr j)‖ <
      ‖∑ i, c1 i • v (Sum.inl i) + ∑ j, c2 j • v (Sum.inr j)‖ := by
  have hA : (overlap v).IsHermitian := by
    ext i j
    exact inner_conj_symm _ _
  have hD : (overlap fun j => v (Sum.inr j)).IsHermitian := by
    ext i j
    exact inner_conj_symm _ _
  -- independence of the free tails makes their overlap matrix positive definite
  have h22 : (overlap fun j => v (Sum.inr j)).PosDef := by
    refine Matrix.posDef_iff_dotProduct_mulVec.mpr ⟨hD, fun d hd => ?_⟩
    have h0 : ∑ j, d j • v (Sum.inr j) ≠ 0 := fun h =>
      hd (funext (Fintype.linearIndependent_iff.mp hv d h))
    have h1 : 0 < weight (overlap fun j => v (Sum.inr j)) d := by
      rw [weight_overlap]
      exact pow_pos (norm_pos_iff.mpr h0) 2
    rw [← weight_eq hD]
    exact_mod_cast h1
  have h := (kingSmith_optimum hA h22 c1).2 c2 hc
  simp only [weight_overlap, Fintype.sum_sum_type, Sum.elim_inl, Sum.elim_inr] at h
  exact lt_of_pow_lt_pow_left₀ 2 (norm_nonneg _) h

end

end KingSmithProjector
```

```lean
#print axioms KingSmithProjector.posDef_of_strict_minimiser
#print axioms KingSmithProjector.outside_norm_lt
```

```
'KingSmithProjector.posDef_of_strict_minimiser' depends on axioms: [propext, Classical.choice, Quot.sound]
'KingSmithProjector.outside_norm_lt' depends on axioms: [propext, Classical.choice, Quot.sound]
```

## From the block expansion to the tail norm

`weight_eq` shows that the form equals its own conjugate. `form_blocks` expands it into four terms, and `stationary_iff` solves \(A_{21}c_1+A_{22}c_2=0\).

In `complete_square`, `hy` is the equation for \(A_{22}s\), `h1` cancels the terms linear in \(d\), and `h2` identifies \(c_1^*Sc_1\). The final `linear_combination` assembles them. `kingSmith_optimum` sets \(d=0\) for the value and uses positive definiteness for the strict inequality.

`posDef_of_strict_minimiser` adds the weights at \(y\pm d\); its `h3` is the identity used in the converse above. `weight_overlap` turns the matrix form into a squared norm. `outside_norm_lt` obtains positive definiteness from independence, applies the optimum theorem, and passes from squared norms to norms.
